# A binomial series that sends every occupation in [0,1] except one half to 0 or 1

For every real \(x\) in \([0,1]\) with \(x \neq 1/2\),

\[
\sum_{k\ge 0}\binom{2k}{k}(x-x^2)^k=\frac{1}{|2x-1|},
\qquad
\frac12+\Bigl(x-\frac12\Bigr)\sum_{k\ge 0}\binom{2k}{k}(x-x^2)^k=
\begin{cases}1,&x>1/2,\\ 0,&x<1/2.\end{cases}
\]

For a single Slater determinant, such as a Hartree–Fock ground state, the one-particle density matrix in an orthonormal spin-orbital basis has eigenvalues 0 and 1 only. An approximate density matrix can have other eigenvalues, and purification is meant to drive them towards 0 or 1 using matrix products, without diagonalisation. Here \(x\) is one such eigenvalue, an occupation, and it is assumed to lie in \([0,1]\); truncation or rounding can also put eigenvalues slightly outside this interval, a case not treated here. The first two terms of the series give McWeeny's polynomial \(3x^2-2x^3\). The limit taken is that of adding more terms, not that of iterating this polynomial.

## The series, its truncations and the step

```lean
import Mathlib

open Finset

namespace McWeenySeries

noncomputable section

/-- The `k`-th term `C(2k,k) (x - x²)^k` of the purification series at occupation `x`. -/
def purificationTerm (x : ℝ) (k : ℕ) : ℝ :=
  (Nat.centralBinom k : ℝ) * (x - x ^ 2) ^ k
```

`purificationTerm x k` is the number \(\binom{2k}{k}(x-x^2)^k\). Mathlib's `Nat.centralBinom k` is the natural number \(\binom{2k}{k}\), and the annotation `: ℝ` turns it into a real number. The factor \(x-x^2\) measures the failure of idempotency: it vanishes exactly at \(x=0\) and \(x=1\).

```lean
/-- The purification polynomial built from the first `m` terms of the series. -/
def purify (m : ℕ) (x : ℝ) : ℝ :=
  1 / 2 + (x - 1 / 2) * ∑ k ∈ range m, purificationTerm x k
```

`range m` is the set \(\{0,\dots,m-1\}\), so `purify m x` is

\[
\frac12+\Bigl(x-\frac12\Bigr)\sum_{k=0}^{m-1}\binom{2k}{k}(x-x^2)^k .
\]

The smallest cases are `purify 0 x`, which is \(1/2\) for every \(x\), and `purify 1 x`, which is \(x\) itself.

```lean
/-- The step function: occupation one above one half, and zero otherwise. -/
def stepOccupation (x : ℝ) : ℝ := if 1 / 2 < x then 1 else 0
```

The target is a step with its threshold at \(1/2\). If the trial matrix is built from a mean-field Hamiltonian so that an orbital energy \(\varepsilon\) becomes \(x=\frac12+\lambda(\mu-\varepsilon)\), with \(\mu\) the chemical potential and \(\lambda>0\) small enough to keep every \(x\) in \([0,1]\), then \(x>1/2\) means \(\varepsilon<\mu\), and the step is the zero-temperature occupation of that orbital. The definition gives the value 0 at \(x=1/2\), but the theorems that compare with the step exclude that point.

## Central binomial coefficients convolve to powers of four

```lean
/-- The convolution of the central binomial coefficients with themselves is `4^n`. -/
theorem centralBinom_convolution (n : ℕ) :
    ∑ p ∈ antidiagonal n, (Nat.centralBinom p.1 : ℝ) * Nat.centralBinom p.2 = 4 ^ n := by
  -- exchanging the two indices shows that the mean of the first index is m / 2
  have sym : ∀ m : ℕ,
      2 * ∑ p ∈ antidiagonal m,
        (p.1 : ℝ) * ((Nat.centralBinom p.1 : ℝ) * Nat.centralBinom p.2)
      = m * ∑ p ∈ antidiagonal m, (Nat.centralBinom p.1 : ℝ) * Nat.centralBinom p.2 := by
    intro m
    have hswap : ∑ p ∈ antidiagonal m,
          (p.1 : ℝ) * ((Nat.centralBinom p.1 : ℝ) * Nat.centralBinom p.2)
        = ∑ p ∈ antidiagonal m,
          (p.2 : ℝ) * ((Nat.centralBinom p.1 : ℝ) * Nat.centralBinom p.2) := by
      refine Finset.sum_equiv (Equiv.prodComm ℕ ℕ) ?_ ?_
      · intro p
        simp only [HasAntidiagonal.mem_antidiagonal, Equiv.prodComm_apply,
          Prod.fst_swap, Prod.snd_swap]
        omega
      · intro p _
        simp only [Equiv.prodComm_apply, Prod.fst_swap, Prod.snd_swap]
        ring
    have hsum : ∑ p ∈ antidiagonal m,
          (p.1 : ℝ) * ((Nat.centralBinom p.1 : ℝ) * Nat.centralBinom p.2)
        + ∑ p ∈ antidiagonal m,
          (p.2 : ℝ) * ((Nat.centralBinom p.1 : ℝ) * Nat.centralBinom p.2)
        = m * ∑ p ∈ antidiagonal m,
          (Nat.centralBinom p.1 : ℝ) * Nat.centralBinom p.2 := by
      rw [← sum_add_distrib, mul_sum]
      refine sum_congr rfl fun p hp => ?_
      have h : (p.1 : ℝ) + p.2 = m := by exact_mod_cast mem_antidiagonal.mp hp
      rw [← h]
      ring
    linarith
  induction n with
  | zero => simp
  | succ n ih =>
    -- the recurrence (k+1) C(2k+2,k+1) = 2(2k+1) C(2k,k) lowers the order by one
    have shift : ∑ p ∈ antidiagonal (n + 1),
          (p.1 : ℝ) * ((Nat.centralBinom p.1 : ℝ) * Nat.centralBinom p.2)
        = 4 * ∑ p ∈ antidiagonal n,
            (p.1 : ℝ) * ((Nat.centralBinom p.1 : ℝ) * Nat.centralBinom p.2)
          + 2 * ∑ p ∈ antidiagonal n,
            (Nat.centralBinom p.1 : ℝ) * Nat.centralBinom p.2 := by
      rw [Finset.Nat.sum_antidiagonal_succ, mul_sum, mul_sum, ← sum_add_distrib]
      simp only [Nat.cast_zero, zero_mul, zero_add]
      refine sum_congr rfl fun p _ => ?_
      have h : ((p.1 : ℝ) + 1) * Nat.centralBinom (p.1 + 1)
          = 2 * (2 * p.1 + 1) * Nat.centralBinom p.1 := by
        exact_mod_cast Nat.succ_mul_centralBinom_succ p.1
      push_cast
      linear_combination (Nat.centralBinom p.2 : ℝ) * h
    have h1 := sym (n + 1)
    have h2 := sym n
    rw [shift, ih] at h1
    rw [ih] at h2
    push_cast at h1
    have hn : (n : ℝ) + 1 ≠ 0 := by positivity
    apply mul_left_cancel₀ hn
    rw [pow_succ]
    linear_combination 4 * h2 - h1
```

In Lean, the text between the theorem's name and `:=` is the statement, and what follows `by` is the proof. `antidiagonal n` is the set of pairs \((i,j)\) of natural numbers with \(i+j=n\), and `p.1`, `p.2` are the two members of a pair. With \(a_k=\binom{2k}{k}\), the claim is

\[
S_n:=\sum_{i+j=n}a_i a_j=4^n .
\]

Let \(T_n=\sum_{i+j=n} i\,a_i a_j\). Exchanging \(i\) and \(j\) leaves \(T_n\) unchanged, and adding the two versions gives \(2T_n=nS_n\). This is `sym`.

The coefficients obey \((i+1)a_{i+1}=2(2i+1)a_i\). In \(T_{n+1}\) the term with \(i=0\) vanishes, and relabelling the others gives

\[
T_{n+1}=\sum_{i+j=n}(i+1)a_{i+1}a_j=\sum_{i+j=n}(4i+2)a_i a_j=4T_n+2S_n .
\]

This is `shift`. Combining the two,

\[
(n+1)S_{n+1}=2T_{n+1}=8T_n+4S_n=4nS_n+4S_n=4(n+1)S_n ,
\]

so \(S_{n+1}=4S_n\). Since \(S_0=1\), induction finishes the argument. In the code, `ih` is the induction hypothesis \(S_n=4^n\), `mul_left_cancel₀` cancels the factor \(n+1\), and `linear_combination` checks that the remaining equation follows from the two instances of `sym`.

```lean
/-- The central binomial coefficient `C(2k,k)` is at most `4^k`. -/
theorem centralBinom_le_four_pow (k : ℕ) : (Nat.centralBinom k : ℝ) ≤ 4 ^ k := by
  rw [← centralBinom_convolution k]
  have h := Finset.single_le_sum
    (f := fun p : ℕ × ℕ => (Nat.centralBinom p.1 : ℝ) * Nat.centralBinom p.2)
    (s := antidiagonal k)
    (fun p _ => mul_nonneg (Nat.cast_nonneg _) (Nat.cast_nonneg _))
    (show (0, k) ∈ antidiagonal k by simp)
  simpa using h
```

All terms of \(S_k\) are nonnegative, so any one of them is at most the whole sum. The pair \((0,k)\) contributes \(a_0a_k=a_k\), hence \(a_k\le 4^k\).

## Summing the series through its square

```lean
/-- For `0 ≤ y < 1/4` the series of `C(2k,k) y^k` converges to `1/√(1 - 4y)`. -/
theorem hasSum_centralBinom {y : ℝ} (hy : 0 ≤ y) (hy' : y < 1 / 4) :
    HasSum (fun k : ℕ => (Nat.centralBinom k : ℝ) * y ^ k) (1 / √(1 - 4 * y)) := by
  have q0 : 0 ≤ 4 * y := by linarith
  have q1 : 4 * y < 1 := by linarith
  have hs : Summable (fun k : ℕ => (Nat.centralBinom k : ℝ) * y ^ k) := by
    refine Summable.of_nonneg_of_le (fun k => by positivity) (fun k => ?_)
      (summable_geometric_of_lt_one q0 q1)
    rw [mul_pow]
    exact mul_le_mul_of_nonneg_right (centralBinom_le_four_pow k) (pow_nonneg hy k)
  have cauchy : ∀ f : ℕ → ℝ, Summable f →
      (∑' n, f n) * (∑' n, f n) = ∑' n, ∑ p ∈ antidiagonal n, f p.1 * f p.2 := by
    intro f hf
    have hn : Summable (fun n => ‖f n‖) := by
      simpa only [Real.norm_eq_abs] using hf.abs
    exact tsum_mul_tsum_eq_tsum_sum_antidiagonal_of_summable_norm (f := f) (g := f) hn hn
  -- the Cauchy square of the series is the geometric series in 4y
  have hsq : (∑' k : ℕ, (Nat.centralBinom k : ℝ) * y ^ k)
      * (∑' k : ℕ, (Nat.centralBinom k : ℝ) * y ^ k) = (1 - 4 * y)⁻¹ := by
    refine (cauchy _ hs).trans ?_
    rw [← tsum_geometric_of_lt_one q0 q1]
    refine tsum_congr fun n => ?_
    rw [mul_pow, ← centralBinom_convolution n, sum_mul]
    refine sum_congr rfl fun p hp => ?_
    rw [← HasAntidiagonal.mem_antidiagonal.mp hp, pow_add]
    ring
  have hpos : 0 ≤ ∑' k : ℕ, (Nat.centralBinom k : ℝ) * y ^ k :=
    tsum_nonneg fun k => by positivity
  have hval : ∑' k : ℕ, (Nat.centralBinom k : ℝ) * y ^ k = 1 / √(1 - 4 * y) := by
    rw [one_div, ← Real.sqrt_inv, ← hsq, Real.sqrt_mul_self hpos]
  rw [← hval]
  exact hs.hasSum
```

`HasSum f s` says that the terms `f k` add up to `s`, whatever the order of summation; in particular the usual partial sums converge to `s`. The hypotheses `hy` and `hy'` are \(0\le y\) and \(y<1/4\).

Because \(0\le a_ky^k\le(4y)^k\) and \(4y<1\), comparison with a geometric series gives convergence (`hs`). Call the sum \(F\), written `∑'` in Lean. The series converges absolutely, so its square may be arranged by total degree:

\[
F^2=\sum_{n\ge0}\;\sum_{i+j=n}a_iy^i\,a_jy^j=\sum_{n\ge0}y^nS_n=\sum_{n\ge0}(4y)^n=\frac1{1-4y}.
\]

The general product rule is `cauchy`, and its use here is `hsq`. Every term is nonnegative, so \(F\ge0\) (`hpos`), which selects the positive root \(F=1/\sqrt{1-4y}\) (`hval`).

```lean
/-- For an occupation `x` in `[0,1]` other than one half, the purification series
converges to `1/|2x - 1|`. -/
theorem hasSum_purificationTerm {x : ℝ} (h0 : 0 ≤ x) (h1 : x ≤ 1) (hx : x ≠ 1 / 2) :
    HasSum (purificationTerm x) (1 / |2 * x - 1|) := by
  have hpos : 0 < (x - 1 / 2) ^ 2 := sq_pos_of_ne_zero (sub_ne_zero.mpr hx)
  have h := hasSum_centralBinom (y := x - x ^ 2) (by nlinarith) (by nlinarith)
  rw [show 1 - 4 * (x - x ^ 2) = (2 * x - 1) ^ 2 by ring, Real.sqrt_sq_eq_abs] at h
  exact h
```

Set \(y=x-x^2\). For \(0\le x\le1\) we have \(y=x(1-x)\ge0\). Also \(y=\frac14-(x-\frac12)^2\), which is below \(1/4\) because \(x\ne1/2\). The two calls to `nlinarith`, a tactic for nonlinear inequalities, supply these bounds. Finally

\[
1-4(x-x^2)=(2x-1)^2,\qquad \sqrt{(2x-1)^2}=|2x-1| ,
\]

which turns the previous theorem into the stated sum. At the end points \(x=0\) and \(x=1\) only the term \(k=0\) survives, and both sides equal 1.

## From the sum to the step

```lean
/-- For `x` in `[0,1]` other than one half, the full purification series sends `x` to one
if `x > 1/2` and to zero if `x < 1/2`. -/
theorem series_eq_stepOccupation {x : ℝ} (h0 : 0 ≤ x) (h1 : x ≤ 1) (hx : x ≠ 1 / 2) :
    1 / 2 + (x - 1 / 2) * ∑' k, purificationTerm x k = stepOccupation x := by
  rw [(hasSum_purificationTerm h0 h1 hx).tsum_eq]
  have hne : 2 * x - 1 ≠ 0 := fun h => hx (by linarith)
  unfold stepOccupation
  split_ifs with h
  · rw [abs_of_pos (by linarith)]
    have e : (x - 1 / 2) * (1 / (2 * x - 1)) = 1 / 2 := by
      rw [mul_one_div, div_eq_iff hne]
      ring
    linarith
  · have hlt : x < 1 / 2 := lt_of_le_of_ne (not_lt.mp h) hx
    rw [abs_of_neg (by linarith)]
    have e : (x - 1 / 2) * (1 / (-(2 * x - 1))) = -(1 / 2) := by
      rw [mul_one_div, div_eq_iff (neg_ne_zero.mpr hne)]
      ring
    linarith
```

The first line of the proof replaces the infinite sum by \(1/|2x-1|\), and `split_ifs` separates the two branches of the step. If \(x>1/2\), then \(|2x-1|=2x-1\) and

\[
\frac12+\frac{x-1/2}{2x-1}=\frac12+\frac12=1 .
\]

If \(x<1/2\), then \(|2x-1|=-(2x-1)\), the second term is \(-\frac12\), and the result is 0.

The theorem concerns one number \(x\). To reach a Hermitian trial density matrix in an orthonormal spin-orbital basis, with all eigenvalues in \([0,1]\) and none equal to \(1/2\), one must add that a polynomial in the matrix acts on each eigenvalue separately and keeps the eigenvectors. The electron count is then the number of eigenvalues above \(1/2\), which the trial matrix must get right. Sparsity, on which linear scaling depends, plays no part here.

```lean
/-- The first two terms of the series give the McWeeny polynomial `3x² - 2x³`. -/
theorem purify_two (x : ℝ) : purify 2 x = 3 * x ^ 2 - 2 * x ^ 3 := by
  have h : Nat.centralBinom 1 = 2 := by decide
  simp only [purify, purificationTerm, sum_range_succ, sum_range_zero,
    Nat.centralBinom_zero, h]
  push_cast
  ring
```

Since \(a_0=1\) and \(a_1=2\),

\[
\frac12+\Bigl(x-\frac12\Bigr)\bigl(1+2(x-x^2)\bigr)=x+(2x-1)(x-x^2)=3x^2-2x^3 .
\]

This identity holds for all real \(x\), and the statement accordingly has no hypotheses. The tactic `ring` does the expansion.

## The error after finitely many terms

```lean
/-- For `x` in `[0,1]` other than one half, the polynomial with `m` terms differs from the
step function by at most `(4(x - x²))^m / (2|2x - 1|)`. -/
theorem purify_error {x : ℝ} (h0 : 0 ≤ x) (h1 : x ≤ 1) (hx : x ≠ 1 / 2) (m : ℕ) :
    |purify m x - stepOccupation x| ≤ (4 * (x - x ^ 2)) ^ m / (2 * |2 * x - 1|) := by
  have hS := hasSum_purificationTerm h0 h1 hx
  have hd : 0 < |2 * x - 1| := abs_pos.mpr fun h => hx (by linarith)
  have hy : 0 ≤ x - x ^ 2 := by nlinarith
  have hq : 1 - 4 * (x - x ^ 2) = |2 * x - 1| ^ 2 := by
    rw [sq_abs]
    ring
  have hstep := series_eq_stepOccupation h0 h1 hx
  rw [hS.tsum_eq] at hstep
  have hdiff : purify m x - stepOccupation x
      = (x - 1 / 2) * (∑ k ∈ range m, purificationTerm x k - 1 / |2 * x - 1|) := by
    rw [← hstep, purify]
    ring
  have hhalf : |x - 1 / 2| = |2 * x - 1| / 2 := by
    rw [show x - 1 / 2 = (2 * x - 1) / 2 by ring, abs_div, abs_two]
  have hA : ∑ k ∈ range m, purificationTerm x k ≤ 1 / |2 * x - 1| :=
    sum_le_hasSum (range m)
      (fun k _ => mul_nonneg (Nat.cast_nonneg _) (pow_nonneg hy k)) hS
  -- the tail is dominated by the tail of the geometric series
  have hgeo := hasSum_geometric_of_lt_one (r := 4 * (x - x ^ 2)) (by linarith)
    (by have := pow_pos hd 2; linarith)
  have hB : ∑ k ∈ range m, ((4 * (x - x ^ 2)) ^ k - purificationTerm x k)
      ≤ (1 - 4 * (x - x ^ 2))⁻¹ - 1 / |2 * x - 1| := by
    refine sum_le_hasSum (range m) (fun k _ => ?_) (hgeo.sub hS)
    rw [sub_nonneg, mul_pow]
    exact mul_le_mul_of_nonneg_right (centralBinom_le_four_pow k) (pow_nonneg hy k)
  have G : ∀ q : ℝ, 1 - q ≠ 0 →
      ∑ k ∈ range m, q ^ k = (1 - q ^ m) * (1 - q)⁻¹ := by
    intro q hq1
    rw [eq_mul_inv_iff_mul_eq₀ hq1]
    linear_combination mul_neg_geom_sum q m
  rw [sum_sub_distrib, G _ (by rw [hq]; positivity), hq] at hB
  have hC : 1 / |2 * x - 1| - ∑ k ∈ range m, purificationTerm x k
      ≤ (4 * (x - x ^ 2)) ^ m * (|2 * x - 1| ^ 2)⁻¹ := by linarith
  have E : ∀ Q d : ℝ, d ≠ 0 → d / 2 * (Q * (d ^ 2)⁻¹) = Q / (2 * d) := by
    intro Q d hd0
    field_simp
  have hneg : ∑ k ∈ range m, purificationTerm x k - 1 / |2 * x - 1| ≤ 0 := by linarith
  rw [hdiff, abs_mul, hhalf, abs_of_nonpos hneg, neg_sub, ← E _ _ hd.ne']
  exact mul_le_mul_of_nonneg_left hC (by positivity)
```

For a single occupation, this bounds the distance from the step after one application of the polynomial `purify m`, for any `m`. With \(y=x-x^2\), the difference from the step is \(x-\frac12\) times the missing tail, up to sign (`hdiff`). By \(a_k\le4^k\),

\[
0\le\sum_{k\ge m}a_ky^k\le\sum_{k\ge m}(4y)^k=\frac{(4y)^m}{1-4y}=\frac{(4y)^m}{|2x-1|^2}.
\]

Multiplying by \(|x-\frac12|=|2x-1|/2\) gives

\[
|\texttt{purify}\ m\ x-\texttt{stepOccupation}\ x|\le\frac{(4(x-x^2))^m}{2|2x-1|}.
\]

The code reaches the tail estimate through partial sums. The differences \((4y)^k-a_ky^k\) are nonnegative, so their first \(m\) terms add up to at most their full sum (`hB`). Inserting the finite geometric sum `G` and rearranging gives `hC`, the upper bound on the tail; `hA` says that the tail is nonnegative.

At \(x=0\) or \(x=1\) the bound is \(1/2\) for \(m=0\), which is the actual error, and 0 for \(m\ge1\). As \(x\) approaches \(1/2\), the ratio \(4(x-x^2)=1-(2x-1)^2\) approaches 1, so the bound shrinks slowly with \(m\) for eigenvalues close to the threshold.

## Divergence at occupation one half

```lean
/-- At occupation one half the purification series diverges. -/
theorem not_summable_half : ¬ Summable (purificationTerm (1 / 2)) := by
  intro h
  apply Real.not_summable_one_div_natCast
  -- twice the k-th term is at least 1/k
  refine Summable.of_nonneg_of_le (fun n => by positivity) (fun n => ?_) (h.mul_left 2)
  rcases Nat.eq_zero_or_pos n with rfl | hn
  · simp [purificationTerm]
  · have hn' : (0 : ℝ) < n := by exact_mod_cast hn
    have h4 : (4 : ℝ) ^ n ≤ 2 * n * Nat.centralBinom n := by
      exact_mod_cast Nat.four_pow_le_two_mul_self_mul_centralBinom n hn
    have e : (4 : ℝ) ^ n * (1 / 4) ^ n = 1 := by
      rw [← mul_pow]
      norm_num
    rw [purificationTerm, show (1 / 2 : ℝ) - (1 / 2) ^ 2 = 1 / 4 by norm_num,
      div_le_iff₀ hn']
    calc (1 : ℝ) = 4 ^ n * (1 / 4) ^ n := e.symm
      _ ≤ (2 * n * Nat.centralBinom n) * (1 / 4) ^ n :=
        mul_le_mul_of_nonneg_right h4 (by positivity)
      _ = 2 * (Nat.centralBinom n * (1 / 4) ^ n) * n := by ring

end

end McWeenySeries
```

At \(x=1/2\) we have \(x-x^2=1/4\), and the terms are \(a_n/4^n\). Mathlib supplies \(4^n\le2n\,a_n\) for \(n\ge1\), so

\[
2\,\frac{a_n}{4^n}\ge\frac1n .
\]

If the series converged, so would the harmonic series, which is false. In the proof `h` is the assumption of convergence, and `Summable.of_nonneg_of_le` makes the comparison. The condition \(x\ne1/2\) is therefore needed for convergence. The truncated polynomials remain finite there, and their value is \(1/2\) for every \(m\), because the prefactor \(x-\frac12\) vanishes: an eigenvalue exactly at the threshold is never moved.

```lean
#print axioms McWeenySeries.series_eq_stepOccupation
#print axioms McWeenySeries.purify_two
#print axioms McWeenySeries.purify_error
#print axioms McWeenySeries.not_summable_half
```

```
'McWeenySeries.series_eq_stepOccupation' depends on axioms: [propext, Classical.choice, Quot.sound]
'McWeenySeries.purify_two' depends on axioms: [propext, Classical.choice, Quot.sound]
'McWeenySeries.purify_error' depends on axioms: [propext, Classical.choice, Quot.sound]
'McWeenySeries.not_summable_half' depends on axioms: [propext, Classical.choice, Quot.sound]
```
